# The B86 exchange enhancement factor is a PBE factor for exactly one positive pair (μ, κ)

If B86 and PBE exchange are taken for two different functional forms, a difference between their results may be blamed on the form when, with the rest of the calculation unchanged, it comes from the parameter values. As far as I can see, the B86 factor

$$F_{\rm B86}(s)=1+\frac{b}{A}\,\frac{(cs)^2}{1+g(cs)^2}$$

is just the PBE factor

$$F_{\mu,\kappa}(s)=1+\kappa-\frac{\kappa}{1+\mu s^2/\kappa}$$

in other symbols. Here $s$ is the reduced density gradient, $cs$ is the same quantity in Becke's convention, and $A,b,g,c$ are positive. I'd like to see this proved rigorously and checked by machine, including that no second positive pair $(\mu,\kappa)$ works.

## Matching the two factors by hand

The pair is $\mu=bc^2/A$, $\kappa=b/(Ag)$. First put the PBE correction over one denominator:

$$\kappa-\frac{\kappa}{1+\mu s^2/\kappa}=\kappa-\frac{\kappa^2}{\kappa+\mu s^2}=\frac{\kappa\mu s^2}{\kappa+\mu s^2}.$$

With the stated values $\mu/\kappa=gc^2$, so $\kappa+\mu s^2=\kappa(1+gc^2s^2)$. Cancelling $\kappa$ leaves

$$\frac{\mu s^2}{1+gc^2s^2}=\frac{b}{A}\,\frac{(cs)^2}{1+g(cs)^2},$$

which is the B86 correction.

For uniqueness, take $s\neq0$ and invert the PBE correction:

$$\frac{1}{F_{\mu,\kappa}(s)-1}=\frac{1}{\mu}\,\frac{1}{s^2}+\frac{1}{\kappa}.$$

This is a straight line in $1/s^2$. If the pairs $(\mu,\kappa)$ and $(\mu',\kappa')$ give equal factors at nonzero $s$ and $t$ with $s^2\neq t^2$, subtracting the two equalities gives

$$\left(\frac1\mu-\frac1{\mu'}\right)\left(\frac1{s^2}-\frac1{t^2}\right)=0.$$

The second bracket is nonzero, so $\mu=\mu'$, and either equality then gives $\kappa=\kappa'$. Two gradients are therefore enough. One is not: at a fixed $s\neq0$, the pair $\kappa'=2\kappa$, $\mu'=2\kappa\mu/(2\kappa+\mu s^2)$ gives the same value as $(\mu,\kappa)$.

## What the Lean theorems say

`b86Factor` and `pbeFactor` are the two formulas above as real functions. The parameters are assumed positive, and each has a physical role: `A` is the local exchange coefficient, `b` the strength of the gradient correction, `g` the damping that makes it saturate, and `c` the conversion between gradient variables. On the PBE side, `μ` sets the small-gradient curvature and `κ` the large-gradient limit $1+\kappa$.

`b86_existsUnique_pbe` states that exactly one pair `p : ℝ × ℝ` has both components positive and matches B86 at every real `s`. `b86_eq_pbe_iff` identifies its values. `pbe_to_b86_iff` reads the dictionary backwards: at fixed `A` and `c`, a given PBE factor is matched exactly by $b=A\mu/c^2$ and $g=\mu/(\kappa c^2)$.

For electronic structure, this means that B86 and PBE exchange differ only in parameter values at the level of the enhancement factor; correlation and the numerical values of the published parameters do not enter. B86 variants with another power in the denominator are not covered.

```lean
import Mathlib

namespace BeckeExchangeB86PBE

noncomputable section

/-- The B86 exchange enhancement factor as a function of the reduced gradient `s`,
where `c * s` is the gradient variable in Becke's convention. -/
def b86Factor (A b g c s : ℝ) : ℝ :=
  1 + (b / A) * (c * s) ^ 2 / (1 + g * (c * s) ^ 2)

/-- The PBE exchange enhancement factor with parameters `μ` and `κ`. -/
def pbeFactor (μ κ s : ℝ) : ℝ :=
  1 + κ - κ / (1 + μ * s ^ 2 / κ)

/-- For positive `μ` and `κ`, the PBE factor is one plus a single rational gradient correction. -/
theorem pbeFactor_rational {μ κ : ℝ} (hμ : 0 < μ) (hκ : 0 < κ) (s : ℝ) :
    pbeFactor μ κ s = 1 + κ * (μ * s ^ 2) / (κ + μ * s ^ 2) := by
  have hκ0 : κ ≠ 0 := hκ.ne'
  have hd : κ + μ * s ^ 2 ≠ 0 := by positivity
  have h : 1 + μ * s ^ 2 / κ = (κ + μ * s ^ 2) / κ := by
    field_simp
  unfold pbeFactor
  rw [h]
  field_simp
  ring

/-- For positive `μ` and `κ` and nonzero `s`, the reciprocal of the PBE gradient correction is an
affine function of `1 / s ^ 2`, with slope `1 / μ` and intercept `1 / κ`. -/
theorem pbeFactor_sub_one_inv {μ κ s : ℝ} (hμ : 0 < μ) (hκ : 0 < κ) (hs : s ≠ 0) :
    (pbeFactor μ κ s - 1)⁻¹ = μ⁻¹ * (s ^ 2)⁻¹ + κ⁻¹ := by
  have hμ0 : μ ≠ 0 := hμ.ne'
  have hκ0 : κ ≠ 0 := hκ.ne'
  rw [pbeFactor_rational hμ hκ, add_sub_cancel_left, inv_div]
  field_simp

/-- Two PBE factors with positive parameters that agree at two nonzero gradients of different
magnitude have the same parameters. -/
theorem pbe_parameters_from_two_points {μ κ μ' κ' s t : ℝ}
    (hμ : 0 < μ) (hκ : 0 < κ) (hμ' : 0 < μ') (hκ' : 0 < κ')
    (hs : s ≠ 0) (ht : t ≠ 0) (hst : s ^ 2 ≠ t ^ 2)
    (h₁ : pbeFactor μ κ s = pbeFactor μ' κ' s)
    (h₂ : pbeFactor μ κ t = pbeFactor μ' κ' t) :
    μ = μ' ∧ κ = κ' := by
  have e₁ : μ⁻¹ * (s ^ 2)⁻¹ + κ⁻¹ = μ'⁻¹ * (s ^ 2)⁻¹ + κ'⁻¹ := by
    rw [← pbeFactor_sub_one_inv hμ hκ hs, ← pbeFactor_sub_one_inv hμ' hκ' hs, h₁]
  have e₂ : μ⁻¹ * (t ^ 2)⁻¹ + κ⁻¹ = μ'⁻¹ * (t ^ 2)⁻¹ + κ'⁻¹ := by
    rw [← pbeFactor_sub_one_inv hμ hκ ht, ← pbeFactor_sub_one_inv hμ' hκ' ht, h₂]
  -- subtracting the two affine relations removes the intercepts
  have hprod : (μ⁻¹ - μ'⁻¹) * ((s ^ 2)⁻¹ - (t ^ 2)⁻¹) = 0 := by
    linear_combination e₁ - e₂
  have hne : (s ^ 2)⁻¹ - (t ^ 2)⁻¹ ≠ 0 := fun h =>
    hst (inv_injective (sub_eq_zero.mp h))
  have hslope : μ⁻¹ = μ'⁻¹ :=
    sub_eq_zero.mp ((mul_eq_zero.mp hprod).resolve_right hne)
  have hicpt : κ⁻¹ = κ'⁻¹ := by
    linear_combination e₁ - (s ^ 2)⁻¹ * hslope
  exact ⟨inv_injective hslope, inv_injective hicpt⟩

/-- Agreement at a single nonzero reduced gradient does not fix the parameters:
another positive pair with a different `κ` gives the same PBE factor there. -/
theorem one_point_insufficient {μ κ s : ℝ} (hμ : 0 < μ) (hκ : 0 < κ) (hs : s ≠ 0) :
    ∃ μ' κ' : ℝ, 0 < μ' ∧ 0 < κ' ∧ κ' ≠ κ ∧
      pbeFactor μ' κ' s = pbeFactor μ κ s := by
  have hμ0 : μ ≠ 0 := hμ.ne'
  have hκ0 : κ ≠ 0 := hκ.ne'
  have hD : 0 < 2 * κ + μ * s ^ 2 := by positivity
  have hμ' : 0 < 2 * κ * μ / (2 * κ + μ * s ^ 2) := by positivity
  have hκ' : 0 < 2 * κ := by positivity
  -- double `κ` and lower `μ` to compensate at the chosen gradient
  have hlt : κ < 2 * κ := by linarith
  refine ⟨_, _, hμ', hκ', hlt.ne', ?_⟩
  have hinv : (pbeFactor (2 * κ * μ / (2 * κ + μ * s ^ 2)) (2 * κ) s - 1)⁻¹
      = (pbeFactor μ κ s - 1)⁻¹ := by
    rw [pbeFactor_sub_one_inv hμ' hκ' hs, pbeFactor_sub_one_inv hμ hκ hs, inv_div]
    field_simp
    ring
  linarith [inv_injective hinv]

/-- For positive `A`, `b`, `g` and `c`, the B86 factor equals the PBE factor with `μ = b c² / A` and
`κ = b / (A g)` at every reduced gradient. -/
theorem b86_eq_pbe {A b g c : ℝ} (hA : 0 < A) (hb : 0 < b) (hg : 0 < g) (hc : 0 < c)
    (s : ℝ) :
    b86Factor A b g c s = pbeFactor (b * c ^ 2 / A) (b / (A * g)) s := by
  have hμ : 0 < b * c ^ 2 / A := by positivity
  have hκ : 0 < b / (A * g) := by positivity
  have hA0 : A ≠ 0 := hA.ne'
  have hg0 : g ≠ 0 := hg.ne'
  -- the common factor `κ` cancels between numerator and denominator
  have h : b / (A * g) + b * c ^ 2 / A * s ^ 2
      = b / (A * g) * (1 + g * (c * s) ^ 2) := by
    field_simp
  rw [pbeFactor_rational hμ hκ, h, mul_div_mul_left _ _ hκ.ne']
  unfold b86Factor
  ring

/-- A PBE factor with positive parameters coincides with a given B86 factor at all
reduced gradients exactly when `μ = b c² / A` and `κ = b / (A g)`. -/
theorem b86_eq_pbe_iff {A b g c μ κ : ℝ} (hA : 0 < A) (hb : 0 < b) (hg : 0 < g)
    (hc : 0 < c) (hμ : 0 < μ) (hκ : 0 < κ) :
    (∀ s : ℝ, b86Factor A b g c s = pbeFactor μ κ s) ↔
      μ = b * c ^ 2 / A ∧ κ = b / (A * g) := by
  constructor
  · intro h
    have h' : ∀ s, pbeFactor μ κ s = pbeFactor (b * c ^ 2 / A) (b / (A * g)) s :=
      fun s => (h s).symm.trans (b86_eq_pbe hA hb hg hc s)
    exact pbe_parameters_from_two_points hμ hκ (by positivity) (by positivity)
      (one_ne_zero) (two_ne_zero) (by norm_num) (h' 1) (h' 2)
  · rintro ⟨h₁, h₂⟩ s
    rw [h₁, h₂]
    exact b86_eq_pbe hA hb hg hc s

/-- For every B86 factor with positive parameters there is exactly one pair of
positive PBE parameters `(μ, κ)` giving the same factor at all reduced gradients. -/
theorem b86_existsUnique_pbe {A b g c : ℝ} (hA : 0 < A) (hb : 0 < b) (hg : 0 < g)
    (hc : 0 < c) :
    ∃! p : ℝ × ℝ, 0 < p.1 ∧ 0 < p.2 ∧
      ∀ s : ℝ, b86Factor A b g c s = pbeFactor p.1 p.2 s := by
  have hμ : 0 < b * c ^ 2 / A := by positivity
  have hκ : 0 < b / (A * g) := by positivity
  refine ⟨(b * c ^ 2 / A, b / (A * g)), ⟨hμ, hκ, b86_eq_pbe hA hb hg hc⟩, ?_⟩
  rintro ⟨μ, κ⟩ ⟨hμ', hκ', h⟩
  obtain ⟨h₁, h₂⟩ := (b86_eq_pbe_iff hA hb hg hc hμ' hκ').1 h
  exact Prod.ext h₁ h₂

/-- Conversely, at fixed `A` and `c`, a B86 factor with positive `b` and `g` reproduces
a given PBE factor exactly when `b = A μ / c²` and `g = μ / (κ c²)`. -/
theorem pbe_to_b86_iff {A b g c μ κ : ℝ} (hA : 0 < A) (hb : 0 < b) (hg : 0 < g)
    (hc : 0 < c) (hμ : 0 < μ) (hκ : 0 < κ) :
    (∀ s : ℝ, b86Factor A b g c s = pbeFactor μ κ s) ↔
      b = A * μ / c ^ 2 ∧ g = μ / (κ * c ^ 2) := by
  rw [b86_eq_pbe_iff hA hb hg hc hμ hκ]
  have hA0 := hA.ne'
  have hb0 := hb.ne'
  have hg0 := hg.ne'
  have hc0 := hc.ne'
  have hμ0 := hμ.ne'
  have hκ0 := hκ.ne'
  constructor
  · rintro ⟨rfl, rfl⟩
    constructor <;> field_simp
  · rintro ⟨rfl, rfl⟩
    constructor <;> field_simp

end

end BeckeExchangeB86PBE
```

```lean
#print axioms BeckeExchangeB86PBE.one_point_insufficient
-- 'BeckeExchangeB86PBE.one_point_insufficient' depends on axioms: [propext, Classical.choice, Quot.sound]
#print axioms BeckeExchangeB86PBE.b86_existsUnique_pbe
-- 'BeckeExchangeB86PBE.b86_existsUnique_pbe' depends on axioms: [propext, Classical.choice, Quot.sound]
#print axioms BeckeExchangeB86PBE.pbe_to_b86_iff
-- 'BeckeExchangeB86PBE.pbe_to_b86_iff' depends on axioms: [propext, Classical.choice, Quot.sound]
```

## How the proof follows the algebra

`pbeFactor_rational` is the common-denominator step, and `pbeFactor_sub_one_inv` inverts it to obtain the straight line. In `pbe_parameters_from_two_points`, `e₁` and `e₂` are the equalities at the two gradients. `linear_combination e₁ - e₂` subtracts them, `hne` shows that the gradient bracket is nonzero, and `hslope` and `hicpt` recover the parameters. `one_point_insufficient` checks the doubled-$\kappa$ pair by comparing reciprocals.

`b86_eq_pbe` proves existence; its `h` is the factorisation of $\kappa+\mu s^2$. `b86_eq_pbe_iff` turns agreement with B86 into agreement between two PBE factors, then applies the two-point theorem at $s=1$ and $s=2$. The unique-existence theorem packages these results, and `pbe_to_b86_iff` solves the two parameter equations for `b` and `g`.

## Running B86 through a PBE routine

A code whose PBE exchange routine accepts $\mu$ and $\kappa$ as inputs can evaluate B86 by passing $bc^2/A$ and $b/(Ag)$. The values of $c$ and $A$ need care. Becke's variable is built from a spin density, $x=|\nabla\rho_\sigma|/\rho_\sigma^{4/3}$, while $s=|\nabla n|/[2(3\pi^2)^{1/3}n^{4/3}]$ uses the total density $n$. For a closed shell, $\rho_\sigma=n/2$ gives $c=2(6\pi^2)^{1/3}$. Using $2(3\pi^2)^{1/3}$ instead makes $\mu$ too small by a factor $2^{2/3}$ and leaves $\kappa$ unchanged, so the error is invisible in the large-gradient limit. The coefficient $A$ must also belong to spin densities: the local exchange energy is $-A\sum_\sigma\int\rho_\sigma^{4/3}\,d^3r$ with $A=\tfrac32(3/4\pi)^{1/3}$ in atomic units. Using the total-density coefficient $\tfrac34(3/\pi)^{1/3}$ instead makes both $\mu$ and $\kappa$ too large by a factor $2^{1/3}$.
